# Two order parameters with opposite n-fold clock phases have a nonzero cubic invariant exactly when n is 1 or 3

## Can a combination of forbidden cubic terms be allowed?

Before I fit a Landau free energy to computed energies, I list the monomials that symmetry allows and delete the rest. My order parameter is complex. I call it $z$, write $w$ for its conjugate, and treat the two as independent; the clock symmetry multiplies $z$ by $q=e^{2\pi i/n}$ and $w$ by $1/q$. For $n=3$ I keep a cubic term, and for $n=4$ I delete all of them, testing one monomial at a time.

Is that test enough? Under a quarter turn of the plane neither $x^2$ nor $y^2$ is invariant, yet $x^2+y^2$ is. Could some mixture of cubic terms survive for $n=4$ in the same way? And for $n=6$ my fourth-order expansion looks completely isotropic. Have I lost the anisotropy by mistake?

## Each monomial carries its own phase, so testing them singly is enough

No mixture can survive, and your sixfold expansion is right. In the variables $z,w$ the symmetry is diagonal: it multiplies each monomial by a number and never turns one into another. For $n\ge3$ the real variables $x,y$, with $z=x+iy$, lack this property.

Write $f(z,w)=\sum_{a,b}c_{ab}z^aw^b$, a finite sum with complex coefficients. Then
$$f(qz,w/q)=\sum_{a,b}q^{a-b}c_{ab}\,z^aw^b .$$
If this equals $f(z,w)$ for all $z,w$, the difference of the two polynomials vanishes everywhere. At fixed $w$ it is a polynomial in $z$ with infinitely many roots, so each of its coefficients, itself a polynomial in $w$, is zero for every $w$ and hence identically zero. Therefore
$$(q^{a-b}-1)\,c_{ab}=0\quad\text{for all }a,b .$$

Now let $q$ be a primitive $n$-th root of unity, $n\ge1$: $q^n=1$, and no smaller positive power is 1. Dividing an integer $k$ by $n$ with remainder $r$ gives $q^k=q^r$, which is 1 only for $r=0$. So $f$ is invariant exactly when $n$ divides $a-b$ for every monomial that occurs.

For a cubic term $a+b=3$, and $a-b$ is $3$, $1$, $-1$ or $-3$. If $n$ divides one of these, it divides 3, so $n=1$ or $n=3$. Conversely, in both cases $q^3=1$ and $z^3$ is invariant. For $n=3$ the differences $\pm1$ are excluded, which removes $z^2w$ and $zw^2$ and leaves exactly $\alpha z^3+\beta w^3$.

As for $n=6$: if the total degree of $f$ is below $n$, then $|a-b|\le a+b<n$, so divisibility forces $a=b$. Only powers of $zw$ remain, and these are unchanged by $(z,w)\mapsto(tz,w/t)$ for every nonzero $t$, including every phase $t=e^{i\theta}$. The anisotropy can first enter at degree $n$, through $z^n\mapsto t^nz^n$, which is invariant only if $t^n=1$.

For a fit to electronic-structure energies, in a polynomial model with one uniform complex order parameter, this tells you which coefficients the clock symmetry allows. A further symmetry can remove more of them: if $(z,w)\mapsto(-z,-w)$ is also a symmetry, the cubic terms for $n=3$ vanish.

In the Lean file below, `MvPolynomial (Fin 2) ℂ` is the type of Landau polynomials, with `X 0` for $z$ and `X 1` for $w$. An exponent pair is a function `m`, with `m 0` $=a$ and `m 1` $=b$, and `coeff m f` is $c_{ab}$. `ClockInvariant q f` says that the values of $f$ at $(qz,q^{-1}w)$ and $(z,w)$ agree for all complex $z,w$. The hypothesis `IsPrimitiveRoot q n` stands for a symmetry that returns to the identity after exactly $n$ steps; `0 < n` then also guarantees $q\neq0$. Divisibility is stated in the integers, since $a-b$ may be negative.

The selection rule is `clockInvariant_iff`, and the cubic criterion is `exists_cubic_invariant_iff`. The latter asks for `f ≠ 0` because the zero polynomial counts as homogeneous of degree 3 and is invariant for every $n$. `cubic_invariant_three_iff` gives the form for $n=3$, `continuous_symmetry_of_degree_lt` the accidental continuous symmetry, and `clockInvariant_X_pow_iff` the symmetry of $z^n$.

The theorems treat $z$ and $w$ as independent; passing from invariance known only at $w=\bar z$ to this setting is a standard extra step that the file does not contain. Reality of the free energy, which would require $\beta=\bar\alpha$ in the cubic term, is not imposed. Gradients, boundedness from below and the order of the transition do not enter.

```lean
import Mathlib

open MvPolynomial

namespace ClockSymmetry

noncomputable section

/-- A Landau polynomial `f(z, w)` is clock invariant if `f(q z, w / q) = f(z, w)` for all
values of the two order parameters; the rotation parameter `q` is meant to be nonzero. -/
def ClockInvariant (q : ℂ) (f : MvPolynomial (Fin 2) ℂ) : Prop :=
  ∀ z w : ℂ, eval ![q * z, q⁻¹ * w] f = eval ![z, w] f

/-- The polynomial obtained from `f(z, w)` by substituting `q z` for `z` and `w / q` for `w`,
for nonzero `q`. -/
def clockRotate (q : ℂ) (f : MvPolynomial (Fin 2) ℂ) : MvPolynomial (Fin 2) ℂ :=
  aeval ![C q * X 0, C q⁻¹ * X 1] f

/-- The value of the rotated polynomial is the value of the original one at the rotated
order parameters. -/
theorem eval_clockRotate (q z w : ℂ) (f : MvPolynomial (Fin 2) ℂ) :
    eval ![z, w] (clockRotate q f) = eval ![q * z, q⁻¹ * w] f := by
  induction f using MvPolynomial.induction_on with
  | C a => simp [clockRotate]
  | add p r hp hr =>
    simp only [clockRotate, map_add] at *
    rw [hp, hr]
  | mul_X p i hp =>
    simp only [clockRotate, map_mul, aeval_X] at *
    rw [hp]
    congr 1
    fin_cases i <;> simp

/-- A clock rotation multiplies the coefficient of `z^a w^b` by the factor `q^a q^(-b)`. -/
theorem coeff_clockRotate (q : ℂ) (f : MvPolynomial (Fin 2) ℂ) (m : Fin 2 →₀ ℕ) :
    coeff m (clockRotate q f) = q ^ m 0 * q⁻¹ ^ m 1 * coeff m f := by
  -- each monomial is an eigenvector of the rotation
  have hmon : ∀ (u : Fin 2 →₀ ℕ) (a : ℂ),
      clockRotate q (monomial u a) = monomial u (q ^ u 0 * q⁻¹ ^ u 1 * a) := by
    intro u a
    rw [clockRotate, aeval_monomial, monomial_eq, Finsupp.prod_fintype, Finsupp.prod_fintype]
    · simp only [Fin.prod_univ_two, Matrix.cons_val_zero, Matrix.cons_val_one, mul_pow,
        C_mul, C_pow, algebraMap_eq]
      ring
    · intro i
      exact pow_zero _
    · intro i
      exact pow_zero _
  refine MvPolynomial.induction_on' f (fun u a => ?_) (fun p r hp hr => ?_)
  · rw [hmon, coeff_monomial, coeff_monomial]
    split_ifs with h
    · rw [h]
    · simp
  · have hadd : clockRotate q (p + r) = clockRotate q p + clockRotate q r := map_add _ _ _
    rw [hadd, coeff_add, coeff_add, hp, hr]
    ring

/-- A polynomial is clock invariant exactly when each of its coefficients is unchanged by the
factor `q^a q^(-b)` of its monomial. -/
theorem clockInvariant_iff_coeff (q : ℂ) (f : MvPolynomial (Fin 2) ℂ) :
    ClockInvariant q f ↔ ∀ m, q ^ m 0 * q⁻¹ ^ m 1 * coeff m f = coeff m f := by
  have key : ClockInvariant q f ↔ clockRotate q f = f := by
    constructor
    · intro h
      apply MvPolynomial.funext
      intro x
      have hx : x = ![x 0, x 1] := by
        ext i
        fin_cases i <;> rfl
      rw [hx, eval_clockRotate]
      exact h _ _
    · intro h z w
      rw [← eval_clockRotate, h]
  rw [key, MvPolynomial.ext_iff]
  simp only [coeff_clockRotate]

/-- For a primitive `n`-th root of unity `q`, `n ≥ 1`, the factor `q^a q^(-b)` equals one
exactly when `n` divides `a - b`. -/
theorem phase_eq_one_iff {q : ℂ} {n : ℕ} (hn : 0 < n) (hq : IsPrimitiveRoot q n) (a b : ℕ) :
    q ^ a * q⁻¹ ^ b = 1 ↔ (n : ℤ) ∣ (a : ℤ) - b := by
  rw [← hq.zpow_eq_one_iff_dvd, zpow_sub₀ (hq.ne_zero hn.ne'), zpow_natCast, zpow_natCast,
    inv_pow, div_eq_mul_inv]

/-- Selection rule: for a primitive `n`-th root of unity `q`, `n ≥ 1`, a polynomial is clock
invariant if and only if it contains only monomials `z^a w^b` with `n` dividing `a - b`. -/
theorem clockInvariant_iff {q : ℂ} {n : ℕ} (hn : 0 < n) (hq : IsPrimitiveRoot q n)
    (f : MvPolynomial (Fin 2) ℂ) :
    ClockInvariant q f ↔ ∀ m, coeff m f ≠ 0 → (n : ℤ) ∣ (m 0 : ℤ) - m 1 := by
  rw [clockInvariant_iff_coeff]
  refine forall_congr' fun m => ?_
  rw [← phase_eq_one_iff hn hq]
  constructor
  · intro h hc
    exact mul_right_cancel₀ hc (by rw [h, one_mul])
  · intro h
    by_cases hc : coeff m f = 0
    · rw [hc, mul_zero]
    · rw [h hc, one_mul]

/-- In a homogeneous polynomial of degree `d`, every monomial `z^a w^b` that occurs has
`a + b = d`. -/
theorem exponents_add {f : MvPolynomial (Fin 2) ℂ} {d : ℕ} (hf : f.IsHomogeneous d)
    {m : Fin 2 →₀ ℕ} (hc : coeff m f ≠ 0) : m 0 + m 1 = d := by
  simpa [Finsupp.weight_apply, Finsupp.sum_fintype, Fin.sum_univ_two] using hf hc

/-- Landau's cubic term: for a primitive `n`-th root of unity `q`, `n ≥ 1`, a nonzero
homogeneous cubic clock invariant exists if and only if `n` is 1 or 3. -/
theorem exists_cubic_invariant_iff {q : ℂ} {n : ℕ} (hn : 0 < n) (hq : IsPrimitiveRoot q n) :
    (∃ f : MvPolynomial (Fin 2) ℂ, f ≠ 0 ∧ f.IsHomogeneous 3 ∧ ClockInvariant q f) ↔
      n = 1 ∨ n = 3 := by
  constructor
  · rintro ⟨f, hf, hhom, hinv⟩
    obtain ⟨m, hm⟩ := MvPolynomial.ne_zero_iff.mp hf
    have hd := (clockInvariant_iff hn hq f).mp hinv m hm
    have hs := exponents_add hhom hm
    -- the difference of the exponents is 3, 1, -1 or -3, a divisor of 3
    have h3 : (m 0 : ℤ) - m 1 ∣ 3 := by
      have h : (m 0 : ℤ) - m 1 = 3 ∨ (m 0 : ℤ) - m 1 = 1 ∨ (m 0 : ℤ) - m 1 = -1 ∨
          (m 0 : ℤ) - m 1 = -3 := by omega
      rcases h with h | h | h | h <;> rw [h] <;> decide
    have hn3 : n ∣ 3 := by exact_mod_cast hd.trans h3
    exact (Nat.dvd_prime Nat.prime_three).mp hn3
  · intro h
    have h3 : q ^ 3 = 1 := by
      rcases h with rfl | rfl
      · rw [← pow_one q, hq.pow_eq_one, one_pow]
      · exact hq.pow_eq_one
    -- the monomial z^3 is invariant
    refine ⟨X 0 ^ 3, pow_ne_zero _ (X_ne_zero 0), (isHomogeneous_X ℂ (0 : Fin 2)).pow 3, ?_⟩
    intro z w
    simp only [map_pow, eval_X, Matrix.cons_val_zero]
    linear_combination z ^ 3 * h3

/-- For a primitive cube root of unity, the homogeneous cubic clock invariants are exactly the
combinations `α z^3 + β w^3`. -/
theorem cubic_invariant_three_iff {q : ℂ} (hq : IsPrimitiveRoot q 3)
    (f : MvPolynomial (Fin 2) ℂ) :
    (f.IsHomogeneous 3 ∧ ClockInvariant q f) ↔
      ∃ α β : ℂ, f = C α * X 0 ^ 3 + C β * X 1 ^ 3 := by
  constructor
  · rintro ⟨hhom, hinv⟩
    refine ⟨coeff (Finsupp.single 0 3) f, coeff (Finsupp.single 1 3) f, ?_⟩
    ext m
    rw [C_mul_X_pow_eq_monomial, C_mul_X_pow_eq_monomial, coeff_add, coeff_monomial,
      coeff_monomial]
    by_cases h0 : Finsupp.single 0 3 = m
    · have h1 : Finsupp.single 1 3 ≠ m := by
        intro h
        have h' := DFunLike.congr_fun (h0.trans h.symm) 0
        simp at h'
      rw [if_pos h0, if_neg h1, add_zero, h0]
    · by_cases h1 : Finsupp.single 1 3 = m
      · rw [if_neg h0, if_pos h1, zero_add, h1]
      · rw [if_neg h0, if_neg h1, add_zero]
        by_contra hc
        -- the selection rule leaves only the exponents (3,0) and (0,3)
        have hs := exponents_add hhom hc
        have hd := (clockInvariant_iff (by norm_num) hq f).mp hinv m hc
        have h : (m 0 = 3 ∧ m 1 = 0) ∨ (m 0 = 0 ∧ m 1 = 3) := by omega
        rcases h with h | h
        · exact h0 (by ext i; fin_cases i <;> simp [h.1, h.2])
        · exact h1 (by ext i; fin_cases i <;> simp [h.1, h.2])
  · rintro ⟨α, β, rfl⟩
    refine ⟨((isHomogeneous_C _ α).mul ((isHomogeneous_X ℂ (0 : Fin 2)).pow 3)).add
      ((isHomogeneous_C _ β).mul ((isHomogeneous_X ℂ (1 : Fin 2)).pow 3)), ?_⟩
    intro z w
    have h := hq.pow_eq_one
    have h' : q⁻¹ ^ 3 = 1 := by rw [inv_pow, h, inv_one]
    simp only [map_add, map_mul, map_pow, eval_C, eval_X, Matrix.cons_val_zero,
      Matrix.cons_val_one]
    linear_combination α * z ^ 3 * h + β * w ^ 3 * h'

/-- For a primitive `n`-th root of unity `q`, a clock invariant polynomial of total degree below
`n` is invariant under `(z, w) ↦ (t z, w / t)` for every nonzero complex `t`. -/
theorem continuous_symmetry_of_degree_lt {q : ℂ} {n : ℕ} (hq : IsPrimitiveRoot q n)
    {f : MvPolynomial (Fin 2) ℂ} (hdeg : f.totalDegree < n) (hinv : ClockInvariant q f)
    {t : ℂ} (ht : t ≠ 0) : ClockInvariant t f := by
  rw [clockInvariant_iff_coeff]
  intro m
  by_cases hc : coeff m f = 0
  · rw [hc, mul_zero]
  · obtain ⟨k, hk⟩ := (clockInvariant_iff (by omega) hq f).mp hinv m hc
    have hle : m 0 + m 1 ≤ f.totalDegree := by
      have h := le_totalDegree (mem_support_iff.mpr hc)
      rw [Finsupp.sum_fintype _ _ (fun _ => rfl), Fin.sum_univ_two] at h
      exact h
    -- a multiple of n that is smaller than n in size vanishes
    have hk0 : k = 0 := by
      rcases lt_trichotomy k 0 with h | h | h
      · have h1 : (n : ℤ) * k ≤ -n := by nlinarith
        omega
      · exact h
      · have h1 : (n : ℤ) ≤ n * k := by nlinarith
        omega
    have hab : m 0 = m 1 := by
      rw [hk0, mul_zero] at hk
      omega
    rw [hab, ← mul_pow, mul_inv_cancel₀ ht, one_pow, one_mul]

/-- The monomial `z^n` is invariant under `(z, w) ↦ (t z, w / t)`, with `t` nonzero, exactly
when `t^n = 1`. -/
theorem clockInvariant_X_pow_iff {t : ℂ} (n : ℕ) :
    ClockInvariant t (X 0 ^ n) ↔ t ^ n = 1 := by
  constructor
  · intro h
    simpa using h 1 1
  · intro h z w
    simp only [map_pow, eval_X, Matrix.cons_val_zero]
    rw [mul_pow, h, one_mul]

end

end ClockSymmetry
```

```lean
#print axioms ClockSymmetry.exists_cubic_invariant_iff
#print axioms ClockSymmetry.cubic_invariant_three_iff
#print axioms ClockSymmetry.continuous_symmetry_of_degree_lt
#print axioms ClockSymmetry.clockInvariant_X_pow_iff
```

```
'ClockSymmetry.exists_cubic_invariant_iff' depends on axioms: [propext, Classical.choice, Quot.sound]
'ClockSymmetry.cubic_invariant_three_iff' depends on axioms: [propext, Classical.choice, Quot.sound]
'ClockSymmetry.continuous_symmetry_of_degree_lt' depends on axioms: [propext, Classical.choice, Quot.sound]
'ClockSymmetry.clockInvariant_X_pow_iff' depends on axioms: [propext, Classical.choice, Quot.sound]
```

The polynomial `clockRotate q f` is the substituted $f(qz,w/q)$. `eval_clockRotate` confirms that it has the right values, by induction over constants, sums and multiplication by a variable. `coeff_clockRotate` finds its coefficients: the inner statement `hmon` gives the factor for a single monomial, and additivity extends it to sums.

`clockInvariant_iff_coeff` is the step from values to coefficients. `MvPolynomial.funext` supplies the argument about infinitely many roots, and `MvPolynomial.ext_iff` compares coefficients. `phase_eq_one_iff` turns $q^aq^{-b}=1$ into divisibility, and `clockInvariant_iff` combines the two by cancelling a nonzero coefficient.

In the cubic criterion, `exponents_add` provides $a+b=3$, `omega` lists the four differences, and `Nat.dvd_prime` reads off $n=1$ or $n=3$ from $n\mid3$. For the converse, `linear_combination` checks that $z^3$ is invariant, using $q^3=1$. The theorem for $n=3$ compares $f$ with $\alpha z^3+\beta w^3$ coefficient by coefficient; at any other exponent pair a nonzero coefficient would contradict either $a+b=3$ or the selection rule.

For low degree, the proof writes $a-b=nk$ and rules out $k<0$ and $k>0$ by size, so $a=b$ and the factor $t^at^{-a}$ is 1. In the last theorem, evaluating the invariance of $z^n$ at $z=w=1$ gives $t^n=1$ at once, and the converse is $(tz)^n=t^nz^n$.
